# The unit vectors along the cell axes generate the lattice of integer translations

In coordinates along the cell axes of a crystal, the translations by whole numbers of cells are the vectors with integer components. The theorem `closure_unitVectors` states that, in any finite dimension `n`, the additive subgroup of ℝⁿ generated by the `n` unit vectors is exactly this lattice ℤⁿ. The proof shows two inclusions. Each unit vector has integer components, so the generated subgroup lies in the lattice; conversely, a vector with integer components is written as a sum of integer multiples of the unit vectors, and so lies in the subgroup.

As first written in Lean, the proof fails:

```lean
import Mathlib

open Matrix

namespace SpaceGroupGeneration

noncomputable section

/-- A Seitz operation `{R|t}`: an invertible real matrix `R` and a real translation part `t`. -/
@[ext]
structure Seitz (n : ℕ) where
  /-- the linear part -/
  rot : (Matrix (Fin n) (Fin n) ℝ)ˣ
  /-- the translation part -/
  trans : Fin n → ℝ

variable {n : ℕ}

/-- The Seitz product `{R|t}{S|u} = {RS|Ru + t}`. -/
instance : Mul (Seitz n) :=
  ⟨fun g h => ⟨g.rot * h.rot, g.rot.val *ᵥ h.trans + g.trans⟩⟩

instance : One (Seitz n) := ⟨⟨1, 0⟩⟩

instance : Inv (Seitz n) := ⟨fun g => ⟨g.rot⁻¹, -((g.rot⁻¹).val *ᵥ g.trans)⟩⟩

instance : Group (Seitz n) where
  mul_assoc g h k := Seitz.ext (mul_assoc g.rot h.rot k.rot) (by
    change (g.rot * h.rot).val *ᵥ k.trans + (g.rot.val *ᵥ h.trans + g.trans)
      = g.rot.val *ᵥ (h.rot.val *ᵥ k.trans + h.trans) + g.trans
    rw [Units.val_mul, Matrix.mulVec_add, Matrix.mulVec_mulVec, add_assoc])
  one_mul g := Seitz.ext (one_mul g.rot) (by
    change (1 : Matrix (Fin n) (Fin n) ℝ) *ᵥ g.trans + 0 = g.trans
    rw [Matrix.one_mulVec, add_zero])
  mul_one g := Seitz.ext (mul_one g.rot) (by
    change g.rot.val *ᵥ (0 : Fin n → ℝ) + g.trans = g.trans
    rw [Matrix.mulVec_zero, zero_add])
  inv_mul_cancel g := Seitz.ext (inv_mul_cancel g.rot)
    (add_neg_cancel ((g.rot⁻¹).val *ᵥ g.trans))

/-- The lattice `ℤⁿ` of vectors with integer components. -/
def integerLattice (n : ℕ) : AddSubgroup (Fin n → ℝ) where
  carrier := {t | ∀ i, ∃ z : ℤ, t i = z}
  zero_mem' := fun _ => ⟨0, by simp⟩
  add_mem' := fun {a b} ha hb i => by
    obtain ⟨x, hx⟩ := ha i
    obtain ⟨y, hy⟩ := hb i
    exact ⟨x + y, by simp [hx, hy]⟩
  neg_mem' := fun {a} ha i => by
    obtain ⟨x, hx⟩ := ha i
    exact ⟨-x, by simp [hx]⟩

/-- The `n` unit vectors along the cell axes. -/
def unitVectors (n : ℕ) : Set (Fin n → ℝ) :=
  Set.range fun i => (Pi.single i (1 : ℝ) : Fin n → ℝ)

/-- The unit vectors generate `ℤⁿ`. -/
theorem closure_unitVectors (n : ℕ) :
    AddSubgroup.closure (unitVectors n) = integerLattice n := by
  apply le_antisymm
  · rw [AddSubgroup.closure_le]
    rintro _ ⟨j, rfl⟩ i
    exact ⟨if i = j then 1 else 0, by simp [Pi.single_apply]⟩
  · intro t ht
    have ht' : ∀ i, ∃ z : ℤ, t i = z := ht
    choose z hz using ht'
    have e : t = ∑ i, z i • (Pi.single i (1 : ℝ) : Fin n → ℝ) := by
      ext j
      rw [Finset.sum_apply]
      simp [Pi.single_apply, hz]
    rw [e]
    exact AddSubgroup.sum_mem _ fun i _ =>
      AddSubgroup.zsmul_mem _ (AddSubgroup.subset_closure ⟨i, rfl⟩) _

end

end SpaceGroupGeneration
```

Messages:

```
Main.lean:73:58: error: Invalid `⟨...⟩` notation: The expected type of this term could not be determined
```

As a diff, the version that Lean accepts:

```diff
@@ -69,7 +69,8 @@
       rw [Finset.sum_apply]
       simp [Pi.single_apply, hz]
+    have hu : ∀ i, (Pi.single i (1 : ℝ) : Fin n → ℝ) ∈ unitVectors n := fun i => ⟨i, rfl⟩
     rw [e]
     exact AddSubgroup.sum_mem _ fun i _ =>
-      AddSubgroup.zsmul_mem _ (AddSubgroup.subset_closure ⟨i, rfl⟩) _
+      AddSubgroup.zsmul_mem _ (AddSubgroup.subset_closure (hu i)) _
 
 end
```

What went wrong. The error is at `⟨i, rfl⟩` in the last line of the proof, which should show that the `i`-th unit vector belongs to `unitVectors n`. The notation `⟨...⟩` doesn't say what it builds; Lean has to learn that from the expected type. Here the pair is an argument of `AddSubgroup.subset_closure`, which applies to any set, and Lean could not determine from the context which membership the pair was to prove.

The repair states this membership beforehand, as `hu`, for every `i`. There the expected type is written out, and Lean can unfold `unitVectors n` to the range of the map that takes an index to its unit vector. Membership in this range means that some index gives the vector, so `⟨i, rfl⟩` is a proof. In the last line `hu i` then takes the place of the pair. It has a known type, which tells `AddSubgroup.subset_closure` both the set and the vector.
